# A fixed batch of measurements multiplies the determinant of a larger information matrix by no greater a factor

The declaration `det_ratio_antitone` concerns finite real information matrices to which a batch of measurements adds a fixed positive semidefinite matrix C. If A is positive definite and B exceeds A by a positive semidefinite matrix, it states that det(B + C)/det B ≤ det(A + C)/det A. The attempt writes C as a finite sum of single-measurement terms v vᵀ and adds them one at a time by induction. At each step it bounds the newest measurement's determinant ratio using the predicted variance along v, then multiplies by the bound already proved for the earlier measurements.

Lean 4 with Mathlib refuses this proof:

```lean
import Mathlib

open Matrix

namespace DetRatioAntitone

noncomputable section

variable {n : Type*} [Fintype n] [DecidableEq n]

/-- If the information matrix `B` exceeds the positive definite `A` by a positive semidefinite
matrix, the variance predicted along any direction `x` is no larger with `B` than with `A`. -/
theorem variance_antitone {A B : Matrix n n ℝ} (hA : A.PosDef) (hAB : (B - A).PosSemidef)
    (x : n → ℝ) : x ⬝ᵥ B⁻¹ *ᵥ x ≤ x ⬝ᵥ A⁻¹ *ᵥ x := by
  have hB : B.PosDef := by
    have h := hA.add_posSemidef hAB
    rwa [add_sub_cancel] at h
  have hz : A *ᵥ (A⁻¹ *ᵥ x) = x := by
    rw [mulVec_mulVec, mul_nonsing_inv _ hA.det_pos.ne'.isUnit, one_mulVec]
  have hy : B *ᵥ (B⁻¹ *ᵥ x) = x := by
    rw [mulVec_mulVec, mul_nonsing_inv _ hB.det_pos.ne'.isUnit, one_mulVec]
  generalize A⁻¹ *ᵥ x = z at hz ⊢
  generalize B⁻¹ *ᵥ x = y at hy ⊢
  have hsym : Aᵀ = A :=
    (conjTranspose_eq_transpose_of_trivial A).symm.trans hA.isHermitian.eq
  have hzy : z ⬝ᵥ A *ᵥ y = x ⬝ᵥ y := by
    rw [dotProduct_mulVec, ← mulVec_transpose, hsym, hz]
  -- positivity of `A` on `z - y` and of `B - A` on `y`
  have h1 := hA.posSemidef.dotProduct_mulVec_nonneg (z - y)
  have h2 := hAB.dotProduct_mulVec_nonneg y
  rw [star_trivial, mulVec_sub, sub_dotProduct, dotProduct_sub, dotProduct_sub, hz, hzy] at h1
  rw [star_trivial, sub_mulVec, dotProduct_sub, hy] at h2
  have h3 := dotProduct_comm x y
  have h4 := dotProduct_comm x z
  linarith

/-- For positive definite `A` and `B`, a single measurement with information matrix `v vᵀ`
multiplies the determinant of `B` by no more than that of `A` exactly when the variance predicted
along `v` is no larger with `B` than with `A`. -/
theorem single_measurement_iff {A B : Matrix n n ℝ} (hA : A.PosDef) (hB : B.PosDef)
    (v : n → ℝ) :
    (B + vecMulVec v v).det / B.det ≤ (A + vecMulVec v v).det / A.det ↔
      v ⬝ᵥ B⁻¹ *ᵥ v ≤ v ⬝ᵥ A⁻¹ *ᵥ v := by
  have key : ∀ M : Matrix n n ℝ, M.PosDef →
      (M + vecMulVec v v).det / M.det = 1 + v ⬝ᵥ M⁻¹ *ᵥ v := by
    intro M hM
    -- pull the factor `M` out of the updated matrix
    have h : M + vecMulVec v v = M * (1 + vecMulVec (M⁻¹ *ᵥ v) v) := by
      rw [mul_add, mul_one, mul_vecMulVec, mulVec_mulVec,
        mul_nonsing_inv _ hM.det_pos.ne'.isUnit, one_mulVec]
    rw [h, det_mul, mul_div_cancel_left₀ _ hM.det_pos.ne', vecMulVec_eq Unit,
      det_one_add_replicateCol_mul_replicateRow]
  rw [key A hA, key B hB, add_le_add_iff_left]

/-- Diminishing information gain: if `A` is positive definite and `B - A` and `C` are positive
semidefinite, the batch `C` multiplies the determinant of `B` by no more than that of `A`. -/
theorem det_ratio_antitone {A B C : Matrix n n ℝ} (hA : A.PosDef)
    (hAB : (B - A).PosSemidef) (hC : C.PosSemidef) :
    (B + C).det / B.det ≤ (A + C).det / A.det := by
  have hB : B.PosDef := by
    have h := hA.add_posSemidef hAB
    rwa [add_sub_cancel] at h
  -- resolve the batch into single measurements
  obtain ⟨m, v, rfl⟩ := posSemidef_iff_eq_sum_vecMulVec.mp hC
  simp only [star_trivial]
  have main : ∀ s : Finset (Fin m),
      (B + ∑ i ∈ s, vecMulVec (v i) (v i)).det / B.det ≤
        (A + ∑ i ∈ s, vecMulVec (v i) (v i)).det / A.det := by
    intro s
    induction s using Finset.induction_on with
    | empty => simp [div_self hA.det_pos.ne', div_self hB.det_pos.ne']
    | insert a s ha ih =>
      have hS : (∑ i ∈ s, vecMulVec (v i) (v i)).PosSemidef := by
        refine posSemidef_sum s fun i _ => ?_
        have h := posSemidef_vecMulVec_self_star (v i)
        rwa [star_trivial] at h
      rw [Finset.sum_insert ha, add_comm (vecMulVec (v a) (v a)), ← add_assoc, ← add_assoc]
      generalize ∑ i ∈ s, vecMulVec (v i) (v i) = S at hS ih ⊢
      have hP := hA.add_posSemidef hS
      have hQ := hB.add_posSemidef hS
      have hPQ : ((B + S) - (A + S)).PosSemidef := by
        rwa [add_sub_add_right_eq_sub]
      have hstep := (single_measurement_iff hP hQ (v a)).mpr (variance_antitone hP hPQ (v a))
      have hpos : 0 ≤ (A + S + vecMulVec (v a) (v a)).det / (A + S).det := by
        have h := posSemidef_vecMulVec_self_star (v a)
        rw [star_trivial] at h
        exact (div_pos (hP.add_posSemidef h).det_pos hP.det_pos).le
      -- the ratios of successive measurements multiply
      rw [← div_mul_div_cancel₀ hQ.det_pos.ne', ← div_mul_div_cancel₀ hP.det_pos.ne']
      exact mul_le_mul hstep ih (div_pos hQ.det_pos hB.det_pos).le hpos
  exact main Finset.univ

end

end DetRatioAntitone
```

The error:

```
Main.lean:90:23: error: Application type mismatch: The argument
  hstep
has type
  (B + S + vecMulVec (v a) (v a)).det / (B + S).det ≤ (A + S + vecMulVec (v a) (v a)).det / (A + S).det
but is expected to have type
  (B + S + vecMulVec (v a) (v a)).det / (A + S).det * ((A + S).det / (B + S).det) ≤ (A + S + vecMulVec (v a) (v a)).det
in the application
  mul_le_mul hstep
```

The message says that `hstep`, which compares the newest measurement's two ratios, does not fit the inequality `mul_le_mul` needs for the goal. The two backward rewrites were meant to split one side each. Read backwards, `div_mul_div_cancel₀` looks for any quotient `a / c`; the supplied nonzero proof fixes only the determinant to be inserted. The first rewrite splits the left side as intended, but the second also finds a quotient there and inserts `(A + S).det` into it. The right side remains a single quotient, which Lean reads as a numerator times an inverse, so the expected bound ends in the bare `(A + S + vecMulVec (v a) (v a)).det`.

The repair first multiplies the two inequalities, giving `hmul` with the intended product on each side. It then uses `div_mul_div_cancel₀` forwards, where the pattern is a product in which the given determinant cancels. `(B + S).det` can therefore cancel only on the left and `(A + S).det` only on the right, which leaves exactly the goal, and `rwa` closes it.

The change, after which it compiles:

```diff
@@ -87,6 +87,6 @@
         exact (div_pos (hP.add_posSemidef h).det_pos hP.det_pos).le
       -- the ratios of successive measurements multiply
-      rw [← div_mul_div_cancel₀ hQ.det_pos.ne', ← div_mul_div_cancel₀ hP.det_pos.ne']
-      exact mul_le_mul hstep ih (div_pos hQ.det_pos hB.det_pos).le hpos
+      have hmul := mul_le_mul hstep ih (div_pos hQ.det_pos hB.det_pos).le hpos
+      rwa [div_mul_div_cancel₀ hQ.det_pos.ne', div_mul_div_cancel₀ hP.det_pos.ne'] at hmul
   exact main Finset.univ
 
```
